# Frozen field-free decoupling never underestimates the polarizability of a simple level above the negative-energy levels

For one electron in a finite, field-free decoupled basis, let $H=\mathrm{diag}(\varepsilon_i,-F_j)$ have upper (electronic) levels $\varepsilon_i$ and lower (negative-energy) levels $-F_j$, and let the Hermitian matrix $O$ be a perturbation written in the same basis, with real field strength $t$. Two energies start at the same upper level at $t=0$: the full energy $E(t)$ is an eigenvalue of $H+tO$, the frozen energy $e(t)$ is an eigenvalue of the upper block of $H+tO$, and the polarizability belonging to either is minus its second derivative at $t=0$.

```lean
import Mathlib

open Matrix

namespace FrozenDecoupling

noncomputable section

/-- A function of the field strength is differentiable, and so is its derivative. -/
def TwiceDifferentiable {G : Type*} [NormedAddCommGroup G] [NormedSpace ℝ G]
    (f : ℝ → G) : Prop :=
  Differentiable ℝ f ∧ Differentiable ℝ (deriv f)

/-- A twice differentiable eigenpair `(E t, c t)` of `diag ε + t V`, which starts at
the level `ε k₀` with a nonzero vector. -/
structure EigenBranch {ι : Type*} [Fintype ι] [DecidableEq ι] (ε : ι → ℝ)
    (V : Matrix ι ι ℂ) (k₀ : ι) (E : ℝ → ℝ) (c : ℝ → ι → ℂ) : Prop where
  eigen : ∀ t : ℝ, (diagonal (fun k => (ε k : ℂ)) + (t : ℂ) • V) *ᵥ c t = (E t : ℂ) • c t
  start : E 0 = ε k₀
  nonzero : c 0 ≠ 0
  energy : TwiceDifferentiable E
  vector : TwiceDifferentiable c

/-- The static polarizability: minus the second derivative of the energy at zero field. -/
def polarizability (E : ℝ → ℝ) : ℝ := -deriv (deriv E) 0

/-- The real field strength, read as a complex number, has derivative one. -/
theorem hasDerivAt_field (t : ℝ) : HasDerivAt (fun s : ℝ => (s : ℂ)) 1 t := by
  simpa using (hasDerivAt_id t).ofReal_comp

section Perturbation

variable {ι : Type*} [Fintype ι] [DecidableEq ι] {ε : ι → ℝ} {V : Matrix ι ι ℂ} {k₀ : ι}
  {E : ℝ → ℝ} {c : ℝ → ι → ℂ}

/-- The eigenvalue equation, written for one amplitude. -/
theorem EigenBranch.component (h : EigenBranch ε V k₀ E c) (t : ℝ) (k : ι) :
    ((E t : ℂ) - ε k) * c t k = t * ∑ l, V k l * c t l := by
  have h1 := congrFun (h.eigen t) k
  simp only [Matrix.add_mulVec, Matrix.smul_mulVec, Pi.add_apply, Pi.smul_apply,
    smul_eq_mul, Matrix.mulVec_diagonal] at h1
  have hs : (V *ᵥ c t) k = ∑ l, V k l * c t l := rfl
  rw [hs] at h1
  linear_combination -h1

/-- The eigenvalue equation differentiated once with respect to the field strength. -/
theorem EigenBranch.response (h : EigenBranch ε V k₀ E c) (t : ℝ) (k : ι) :
    ((deriv E t : ℝ) : ℂ) * c t k + ((E t : ℂ) - ε k) * deriv c t k
      = (∑ l, V k l * c t l) + t * ∑ l, V k l * deriv c t l := by
  have hc := hasDerivAt_pi.1 (h.vector.1 t).hasDerivAt
  have hL := ((h.energy.1 t).hasDerivAt.ofReal_comp.sub_const (ε k : ℂ)).fun_mul (hc k)
  have hR := (hasDerivAt_field t).fun_mul
    (HasDerivAt.fun_sum (u := Finset.univ) fun l _ => (hc l).const_mul (V k l))
  have h1 := hL.unique (hR.congr_of_eventuallyEq
    (Filter.Eventually.of_forall fun s => h.component s k))
  linear_combination h1

/-- Second-order perturbation theory: for Hermitian `V` and a simple level `ε k₀`, the second
derivative of the energy at zero field is twice the sum of squared couplings over energy gaps. -/
theorem EigenBranch.second_order (h : EigenBranch ε V k₀ E c) (hV : V.IsHermitian)
    (hs : ∀ k, k ≠ k₀ → ε k ≠ ε k₀) :
    deriv (deriv E) 0
      = 2 * ∑ k ∈ Finset.univ.erase k₀, ‖V k k₀‖ ^ 2 / (ε k₀ - ε k) := by
  have hgap : ∀ k, k ≠ k₀ → (ε k₀ : ℂ) - ε k ≠ 0 := fun k hk h0 =>
    hs k hk (Complex.ofReal_injective (sub_eq_zero.mp h0).symm)
  -- at zero field only the amplitude of the chosen level survives
  have hc0 : ∀ k, k ≠ k₀ → c 0 k = 0 := by
    intro k hk
    have h1 := h.component 0 k
    rw [h.start, Complex.ofReal_zero, zero_mul] at h1
    exact (mul_eq_zero.mp h1).resolve_left (hgap k hk)
  have hne : c 0 k₀ ≠ 0 := fun h0 => h.nonzero <| funext fun k => by
    by_cases hk : k = k₀
    · rw [hk, h0]; rfl
    · exact hc0 k hk
  -- first-order equations
  have hfirst : ∀ k, ((deriv E 0 : ℝ) : ℂ) * c 0 k + ((ε k₀ : ℂ) - ε k) * deriv c 0 k
      = V k k₀ * c 0 k₀ := by
    intro k
    have h1 := h.response 0 k
    rw [Finset.sum_eq_single k₀ (fun l _ hl => by rw [hc0 l hl, mul_zero]) (by simp),
      h.start, Complex.ofReal_zero, zero_mul, add_zero] at h1
    exact h1
  have hE1 : ((deriv E 0 : ℝ) : ℂ) = V k₀ k₀ :=
    mul_right_cancel₀ hne (by linear_combination hfirst k₀)
  -- differentiate the equation of the chosen amplitude a second time
  have hsec : ((deriv (deriv E) 0 : ℝ) : ℂ) * c 0 k₀
      + 2 * ((deriv E 0 : ℝ) : ℂ) * deriv c 0 k₀ = 2 * ∑ l, V k₀ l * deriv c 0 l := by
    have hc := hasDerivAt_pi.1 (h.vector.1 0).hasDerivAt
    have hd := hasDerivAt_pi.1 (h.vector.2 0).hasDerivAt
    have hL := ((h.energy.2 0).hasDerivAt.ofReal_comp.fun_mul (hc k₀)).fun_add
      (((h.energy.1 0).hasDerivAt.ofReal_comp.sub_const (ε k₀ : ℂ)).fun_mul (hd k₀))
    have hR := (HasDerivAt.fun_sum (u := Finset.univ)
      fun l _ => (hc l).const_mul (V k₀ l)).fun_add ((hasDerivAt_field 0).fun_mul
        (HasDerivAt.fun_sum (u := Finset.univ) fun l _ => (hd l).const_mul (V k₀ l)))
    have h1 := hL.unique (hR.congr_of_eventuallyEq
      (Filter.Eventually.of_forall fun s => h.response s k₀))
    simp only [h.start, Complex.ofReal_zero] at h1
    linear_combination h1
  rw [← Finset.add_sum_erase _ _ (Finset.mem_univ k₀)] at hsec
  -- insert the first-order amplitudes
  have hsum : ∑ k ∈ Finset.univ.erase k₀, V k₀ k * deriv c 0 k
      = ((∑ k ∈ Finset.univ.erase k₀, ‖V k k₀‖ ^ 2 / (ε k₀ - ε k) : ℝ) : ℂ) * c 0 k₀ := by
    rw [Complex.ofReal_sum, Finset.sum_mul]
    refine Finset.sum_congr rfl fun k hk => ?_
    have hk' := Finset.ne_of_mem_erase hk
    have hz : V k₀ k * V k k₀ = (‖V k k₀‖ : ℂ) ^ 2 := by
      rw [← hV.apply k₀ k]
      exact Complex.conj_mul' _
    have hresp : deriv c 0 k = V k k₀ * c 0 k₀ / ((ε k₀ : ℂ) - ε k) := by
      rw [eq_div_iff (hgap k hk'), ← hfirst k, hc0 k hk']
      ring
    rw [hresp]
    push_cast
    rw [← hz]
    ring
  apply Complex.ofReal_injective
  apply mul_right_cancel₀ hne
  rw [Complex.ofReal_mul, Complex.ofReal_ofNat]
  linear_combination hsec + 2 * hsum - 2 * deriv c 0 k₀ * hE1

end Perturbation

variable {n p : Type*} [Fintype n] [DecidableEq n] [Fintype p] [DecidableEq p]
  {ε : n → ℝ} {F : p → ℝ} {O : Matrix (n ⊕ p) (n ⊕ p) ℂ} {i₀ : n} {m : ℝ}
  {E e : ℝ → ℝ} {c : ℝ → n ⊕ p → ℂ} {d : ℝ → n → ℂ}

/-- Let `O` be Hermitian, `ε i₀` simple among the upper levels, and at least `m > 0` above every
lower level `-F j`. At zero field, the second derivatives of the full and the upper-block energy
differ by the stated sum over lower levels, which lies between zero and its value with all gaps
replaced by `m`. -/
theorem picture_change_second_order (hO : O.IsHermitian)
    (hs : ∀ i, i ≠ i₀ → ε i ≠ ε i₀) (hm : 0 < m) (hgap : ∀ j, m ≤ ε i₀ + F j)
    (full : EigenBranch (Sum.elim ε fun j => -F j) O (Sum.inl i₀) E c)
    (frozen : EigenBranch ε O.toBlocks₁₁ i₀ e d) :
    deriv (deriv E) 0 - deriv (deriv e) 0
        = 2 * ∑ j, ‖O (Sum.inr j) (Sum.inl i₀)‖ ^ 2 / (ε i₀ + F j) ∧
      0 ≤ deriv (deriv E) 0 - deriv (deriv e) 0 ∧
      deriv (deriv E) 0 - deriv (deriv e) 0
        ≤ 2 * ∑ j, ‖O (Sum.inr j) (Sum.inl i₀)‖ ^ 2 / m := by
  have hfull := full.second_order hO (by
    rintro (i | j) hk
    · exact hs i fun hi => hk (congrArg Sum.inl hi)
    · simp only [Sum.elim_inl, Sum.elim_inr]
      intro h0
      linarith [hgap j])
  have hfrozen := frozen.second_order
    (Matrix.IsHermitian.ext fun i j => hO.apply (Sum.inl i) (Sum.inl j)) hs
  -- the sums over upper levels cancel
  rw [Finset.sum_erase_eq_sub (Finset.mem_univ _), Fintype.sum_sum_type] at hfull
  rw [Finset.sum_erase_eq_sub (Finset.mem_univ _)] at hfrozen
  simp only [Sum.elim_inl, Sum.elim_inr, sub_neg_eq_add] at hfull
  simp only [Matrix.toBlocks₁₁, Matrix.of_apply] at hfrozen
  have key : deriv (deriv E) 0 - deriv (deriv e) 0
      = 2 * ∑ j, ‖O (Sum.inr j) (Sum.inl i₀)‖ ^ 2 / (ε i₀ + F j) := by linarith
  refine ⟨key, ?_, ?_⟩ <;> rw [key]
  · exact mul_nonneg zero_le_two (Finset.sum_nonneg fun j _ =>
      div_nonneg (sq_nonneg _) (hm.le.trans (hgap j)))
  · exact mul_le_mul_of_nonneg_left (Finset.sum_le_sum fun j _ =>
      div_le_div_of_nonneg_left (sq_nonneg _) hm (hgap j)) zero_le_two

/-- For Hermitian `O`, a simple upper level `ε i₀` and gaps of at least `m > 0` to the lower
levels, frozen decoupling strictly overestimates the polarizability exactly when `O`
couples the state to some lower level. -/
theorem polarizability_lt_iff (hO : O.IsHermitian)
    (hs : ∀ i, i ≠ i₀ → ε i ≠ ε i₀) (hm : 0 < m) (hgap : ∀ j, m ≤ ε i₀ + F j)
    (full : EigenBranch (Sum.elim ε fun j => -F j) O (Sum.inl i₀) E c)
    (frozen : EigenBranch ε O.toBlocks₁₁ i₀ e d) :
    polarizability E < polarizability e ↔ ∃ j, O (Sum.inr j) (Sum.inl i₀) ≠ 0 := by
  have key := (picture_change_second_order hO hs hm hgap full frozen).1
  unfold polarizability
  constructor
  · intro hlt
    by_contra! hno
    simp [hno] at key
    linarith
  · rintro ⟨j, hj⟩
    have hpos := Finset.sum_pos' (s := Finset.univ)
      (f := fun j => ‖O (Sum.inr j) (Sum.inl i₀)‖ ^ 2 / (ε i₀ + F j))
      (fun j _ => div_nonneg (sq_nonneg _) (hm.le.trans (hgap j)))
      ⟨j, Finset.mem_univ j, div_pos (pow_pos (norm_pos_iff.mpr hj) 2) (hm.trans_le (hgap j))⟩
    linarith

end

end FrozenDecoupling
```

```lean
#print axioms FrozenDecoupling.polarizability_lt_iff
```

```
'FrozenDecoupling.polarizability_lt_iff' depends on axioms: [propext, Classical.choice, Quot.sound]
```

## Levels, blocks and eigenpairs

The index type `n` labels the upper levels and `p` the lower ones, so a matrix on `n ⊕ p` has the familiar four blocks. The diagonal of $H$ is `Sum.elim ε fun j => -F j`. The state of interest is $i_0$, which appears as `Sum.inl i₀` in the full problem.

The matrix $O$ is the property operator after the same unitary transformation that decouples the field-free Hamiltonian, so its first-order picture change is already included. The name `picture_change_second_order` refers to what remains: the effect, quadratic in the field, of readjusting the decoupling to the field. The frozen scheme keeps that transformation when the field is switched on and discards everything except the upper block, `O.toBlocks₁₁`. Of the discarded elements, only the couplings $O_{j i_0}$ between the electronic state and the lower levels affect the second derivative of its energy at zero field.

`EigenBranch` describes both problems. It contains the eigenvalue equation for every real $t$, the starting energy, a nonzero vector at $t=0$, and twice differentiability of the energy and the vector. No perturbation formula is built in. The vector need not be normalised and its phase is free.

The hypotheses on the levels concern only the chosen state:

- `hs` says that $\varepsilon_{i_0}$ is simple among the upper levels.
- `hgap` says that $\varepsilon_{i_0}+F_j\ge m>0$ for every $j$. The constant $m$ is an energy, not a mass. It stands for the separation between the electronic level and the negative-energy levels, roughly twice the electron's rest energy for a weakly bound state.

## The polarizability difference and its bounds

Under these hypotheses, `picture_change_second_order` states that

$$
E''(0)-e''(0)=2\sum_j\frac{|O_{j i_0}|^2}{\varepsilon_{i_0}+F_j},
\qquad
0\le E''(0)-e''(0)\le 2\sum_j\frac{|O_{j i_0}|^2}{m}.
$$

With $\alpha=-E''(0)$ and $\alpha_{\text{frozen}}=-e''(0)$, the left-hand side is $\alpha_{\text{frozen}}-\alpha$. The frozen value is therefore never too small as a signed number; if the polarizability is negative, its magnitude can still be underestimated. The second theorem, `polarizability_lt_iff`, says that it is strictly too large exactly when some $O_{j i_0}$ is nonzero.

For two-component calculations that reuse a field-free decoupling, this gives the sign and size of the resulting error in a static second-order property, for a single non-interacting electron in a finite basis and a perturbation linear in the field. Electron interaction and the response of a self-consistent field are absent from the model. The decoupling transformation is not constructed either: the starting point is a Hamiltonian that is already diagonal. The differentiable eigenpairs are assumed, not derived.

Simplicity is a real restriction in relativistic work, because time-reversal symmetry makes one-electron levels come in Kramers pairs. The result applies to such a level when a symmetry respected by the field separates the partners into different blocks, and the level is simple within its block.

## Second-order energy from the eigenvalue equation

Both problems have the form $\mathrm{diag}(\varepsilon_k)+tV$, with a branch starting at a simple level $\varepsilon_{k_0}$. In components, the eigenvalue equation is

$$
(E(t)-\varepsilon_k)\,c_k(t)=t\sum_l V_{kl}\,c_l(t),
$$

which is the lemma `component`. Differentiating once at arbitrary $t$ gives `response`:

$$
E'c_k+(E-\varepsilon_k)c_k'=\sum_l V_{kl}c_l+t\sum_l V_{kl}c_l'.
$$

In Lean, the two sides are differentiated separately, as `hL` and `hR`. Since they are the same function of $t$, uniqueness of the derivative equates the results.

The lemma `second_order` now sets $t=0$. The component equation becomes $(\varepsilon_{k_0}-\varepsilon_k)c_k(0)=0$, so $c_k(0)=0$ for every $k\ne k_0$ (`hc0`). The starting vector is nonzero, hence $a=c_{k_0}(0)\ne0$ (`hne`). The differentiated equation reduces to `hfirst`:

$$
E'(0)c_k(0)+(\varepsilon_{k_0}-\varepsilon_k)c_k'(0)=V_{kk_0}a.
$$

For $k=k_0$ this yields $E'(0)=V_{k_0k_0}$ (`hE1`). For $k\ne k_0$ it yields the first-order amplitude

$$
c_k'(0)=\frac{V_{kk_0}}{\varepsilon_{k_0}-\varepsilon_k}\,a .
$$

For a vector normalised at zero field with real positive phase, $a=1$.

Differentiating the equation for $k=k_0$ once more and setting $t=0$ gives `hsec`:

$$
E''(0)a+2E'(0)c_{k_0}'(0)=2\sum_l V_{k_0l}c_l'(0).
$$

The term $l=k_0$ on the right equals $2V_{k_0k_0}c_{k_0}'(0)$ and cancels the second term on the left. The undetermined derivative $c_{k_0}'(0)$, which depends on normalisation and phase, thereby disappears. Inserting the other amplitudes and using $V_{k_0k}V_{kk_0}=|V_{kk_0}|^2$, which is where Hermiticity enters, gives

$$
E''(0)=2\sum_{k\ne k_0}\frac{|V_{kk_0}|^2}{\varepsilon_{k_0}-\varepsilon_k}
$$

after division by $a$. The insertion is `hsum`, and the final `linear_combination` assembles the pieces.

## Cancellation of the upper levels

The formula applies to the full problem because $\varepsilon_{i_0}$ is simple there too: `hs` separates it from the other upper levels, and the positive gap separates it from the lower ones. The two second derivatives are

$$
E''(0)=2\sum_{i\ne i_0}\frac{|O_{ii_0}|^2}{\varepsilon_{i_0}-\varepsilon_i}
+2\sum_j\frac{|O_{ji_0}|^2}{\varepsilon_{i_0}+F_j},
\qquad
e''(0)=2\sum_{i\ne i_0}\frac{|O_{ii_0}|^2}{\varepsilon_{i_0}-\varepsilon_i}.
$$

The upper block inherits Hermiticity from $O$, and its couplings are those of the full matrix, so subtraction leaves only the sum over $j$. Lean performs this cancellation by writing each restricted sum as an unrestricted sum minus its $i_0$ term. That term has denominator zero, to which Lean assigns the value zero, and it occurs identically in both problems.

Every remaining term is nonnegative, which gives the lower bound. Replacing each denominator by the smaller or equal number $m$ can only increase a term, which gives the upper bound.

For the strict comparison, suppose first that all $O_{ji_0}$ vanish. Then the difference is zero and the polarizabilities agree. If one coupling is nonzero, its term is positive while the others are nonnegative, so `Finset.sum_pos'` makes the whole sum positive.

## Two levels with unit coupling

Take one upper level $\varepsilon=1$, one lower level $-F=-1$, and a perturbation with zero diagonal and off-diagonal elements $1$:

$$
H+tO=\begin{pmatrix}1&t\\t&-1\end{pmatrix},\qquad E(t)=\sqrt{1+t^2}.
$$

With $\theta=\arctan t$, a normalised eigenvector is $(\cos\tfrac{\theta}{2},\sin\tfrac{\theta}{2})$, which is smooth for all $t$. Its lower amplitude has derivative $\tfrac12$ at $t=0$, as the first-order formula predicts for coupling $1$ and gap $2$.

The upper block is the number $1$, so $e(t)=1$. Hence $E''(0)=1$ and $e''(0)=0$, and the difference agrees with $2\cdot1/(1+1)=1$. The polarizabilities are $-1$ in full and $0$ in the frozen scheme. Choosing $m=2$ makes the upper bound equal to $1$, so it is attained; choosing $m=1$ gives the weaker bound $2$.

## A degenerate upper level

Now add a second upper level at the same energy, uncoupled from everything:

$$
H+tO=\begin{pmatrix}1&0&t\\0&1&0\\t&0&-1\end{pmatrix}.
$$

Let $i_0$ be the first level. The constant pair $E(t)=1$, $c(t)=(0,1,0)$ satisfies the eigenvalue equation and starts at the energy $\varepsilon_{i_0}=1$. In the upper block, $e(t)=1$ with $d(t)=(1,0)$ does the same. Both second derivatives vanish, although the right-hand side of the difference formula, twice the sum over lower levels, still equals $1$.

The starting energy no longer identifies the state: the full branch began in the second level, while the formula uses the couplings of the first. Simplicity rules this out by forcing the starting vector to be a multiple of the basis vector $i_0$.
